# Omitting a Cholesky vector can raise or lower the same-spin Hartree–Fock energy

Take the density matrix of one spin species in a real Slater determinant, with at least two electrons of that spin, and hold it fixed. One can then construct a real symmetric Cholesky vector whose omission raises the two-electron Hartree–Fock energy within that species, and another whose omission lowers it. These vectors need not occur in the expansion of a given molecule. The contribution of any one vector lies between two multiples of its exchange trace, and both limits are attained with a nonzero exchange trace. When a Cholesky expansion is truncated, as in auxiliary-field Monte Carlo, the sign of the resulting shift in this single-determinant energy is therefore not fixed by the symmetry of the vectors alone.

## Density matrix, Cholesky vector and energy

The one-particle basis is real, orthonormal and finite, and is indexed by `n`.

```lean
import Mathlib

open Matrix

namespace CholeskyExchangeRange

noncomputable section

variable {n : Type*} [Fintype n] [DecidableEq n]
```

For a single Slater determinant of real orbitals, the density matrix $P$ of one spin species is symmetric and idempotent. Its rank $N$, in Lean `P.rank`, is the number of occupied orbitals.

```lean
/-- A real orthogonal projector: a symmetric idempotent matrix, such as the one-spin density matrix
of a single Slater determinant of real orbitals in a real orthonormal basis. -/
structure IsProjector (P : Matrix n n ℝ) : Prop where
  symm : Pᵀ = P
  idem : P * P = P
```

A Cholesky vector, reshaped as a matrix $L$, enters the two-electron integrals as $(pq|rs)=\sum_\gamma L^\gamma_{pq}L^\gamma_{rs}$. Its exchange trace is $T=\mathrm{tr}(LPLP)$.

```lean
/-- The exchange trace `T = tr(LPLP)` of one Cholesky vector `L`. -/
def exchange (L P : Matrix n n ℝ) : ℝ := (L * P * L * P).trace
```

With $t=\mathrm{tr}(LP)$, the direct term minus exchange is $X=t^2-T$.

```lean
/-- The direct term minus exchange, `tr(LP)² - tr(LPLP)`, of one Cholesky vector; half of it enters
the same-spin Hartree-Fock energy. -/
def contribution (L P : Matrix n n ℝ) : ℝ := (L * P).trace ^ 2 - exchange L P
```

The energy is half the sum of $X$ over a list of vectors. One-body terms, opposite-spin terms and the same-spin term of the other species are left out, and $P$ does not relax when a vector is removed.

```lean
/-- The same-spin two-body energy: half the sum of the contributions of a list of
Cholesky vectors. -/
def energy (P : Matrix n n ℝ) (Ls : List (Matrix n n ℝ)) : ℝ :=
  1 / 2 * (Ls.map fun L => contribution L P).sum
```

The symmetry of $L$ is a separate hypothesis, `Lᵀ = L`, stated where it is needed. The matrices are not required to come from the integrals of a particular molecule.

## Problems

### (a) Trace of a projector

Show that $\mathrm{tr}\,P=N$.

**Solution.** Since $P^2=P$, every vector splits as $x=Px+(x-Px)$, a part in the range and a part in the kernel. In a basis adapted to this splitting, $P$ is diagonal with a 1 for each range direction and 0 elsewhere, so its trace is the dimension of the range.

In Lean, `hproj` says that $P$ projects onto its range, and `ht` identifies the trace of the linear map with that of the matrix.

```lean
/-- The trace of an orthogonal projector is its rank. -/
theorem trace_eq_rank {P : Matrix n n ℝ} (hP : IsProjector P) : P.trace = (P.rank : ℝ) := by
  have hproj : LinearMap.IsProj (LinearMap.range P.mulVecLin) P.mulVecLin :=
    ⟨fun x => ⟨x, rfl⟩, by
      rintro _ ⟨y, rfl⟩
      simp [Matrix.mulVec_mulVec, hP.idem]⟩
  have ht : LinearMap.trace ℝ (n → ℝ) P.mulVecLin = P.trace := by
    rw [← Matrix.toLin'_apply', LinearMap.trace_eq_matrix_trace ℝ (Pi.basisFun ℝ n),
      LinearMap.toMatrix_eq_toMatrix', LinearMap.toMatrix'_toLin']
  rw [← ht, hproj.trace, Matrix.rank]
```

### (b) Exchange as a sum of squares

For symmetric $L$, show that $T=\sum_{ij}(PLP)_{ij}^2$.

**Solution.** The block $B=PLP$ is symmetric, so
$$\sum_{ij}B_{ij}^2=\mathrm{tr}(BB^{T})=\mathrm{tr}(PLP\,PLP)=\mathrm{tr}(PLPLP)=\mathrm{tr}(LPLP).$$
The last step moves the first $P$ to the end and uses $P^2=P$. The facts `hsum`, `hsymm` and `hprod` supply the earlier equalities.

```lean
omit [DecidableEq n] in
/-- For a projector `P` and symmetric `L`, the exchange trace is the sum of the squared entries
of the occupied block `PLP`. -/
theorem exchange_eq_sum_sq {L P : Matrix n n ℝ} (hP : IsProjector P) (hL : Lᵀ = L) :
    exchange L P = ∑ i, ∑ j, (P * L * P) i j ^ 2 := by
  have hsum : ∀ A : Matrix n n ℝ, (A * Aᵀ).trace = ∑ i, ∑ j, A i j ^ 2 := by
    intro A
    simp [Matrix.trace, Matrix.mul_apply, sq]
  have hsymm : (P * L * P)ᵀ = P * L * P := by
    rw [Matrix.transpose_mul, Matrix.transpose_mul, hP.symm, hL, mul_assoc]
  have hprod : P * L * P * (P * L * P) = P * (L * P * L * P) := by
    calc P * L * P * (P * L * P) = P * L * (P * P) * L * P := by simp only [mul_assoc]
      _ = P * (L * P * L * P) := by rw [hP.idem]; simp only [mul_assoc]
  -- cyclicity of the trace absorbs the extra projector
  rw [← hsum, hsymm, hprod, Matrix.trace_mul_comm, mul_assoc (L * P * L) P P, hP.idem]
  rfl
```

### (c) Vanishing exchange

For symmetric $L$, show that $T=0$ exactly when $PLP=0$.

**Solution.** By (b), $T$ is a sum of squares, which vanishes only if every entry does. Lean applies this first to the sum over rows (`h1`), then within a row (`h2`). The converse is substitution.

```lean
omit [DecidableEq n] in
/-- For a projector `P` and symmetric `L`, the exchange trace vanishes exactly when the occupied
block `PLP` vanishes. -/
theorem exchange_eq_zero_iff {L P : Matrix n n ℝ} (hP : IsProjector P) (hL : Lᵀ = L) :
    exchange L P = 0 ↔ P * L * P = 0 := by
  rw [exchange_eq_sum_sq hP hL]
  constructor
  · intro h
    ext i j
    have h1 := (Finset.sum_eq_zero_iff_of_nonneg (fun i _ =>
      Finset.sum_nonneg (fun j _ => sq_nonneg ((P * L * P) i j)))).1 h i (Finset.mem_univ i)
    have h2 := (Finset.sum_eq_zero_iff_of_nonneg (fun j _ =>
      sq_nonneg ((P * L * P) i j))).1 h1 j (Finset.mem_univ j)
    simpa using h2
  · intro h
    simp [h]
```

### (d) Shifting by a constant

For real $c$, show that replacing $L$ by $L-c\mathbf 1$ changes $T$ into $T-2ct+c^2N$.

**Solution.** Since $(L-c\mathbf 1)P=LP-cP$,
$$\mathrm{tr}\big[(LP-cP)^2\big]=T-c\,\mathrm{tr}(LPP)-c\,\mathrm{tr}(PLP)+c^2\,\mathrm{tr}(PP).$$
Both middle traces equal $t$ (`h1`, `h2`), and the last is $N$ by (a). Symmetry of $L$ is not used.

```lean
/-- Subtracting a constant `c` times the identity from `L` changes the exchange trace by
`-2c tr(LP) + c² N`, where `N` is the rank of the projector `P`. -/
theorem exchange_shift {P : Matrix n n ℝ} (hP : IsProjector P) (L : Matrix n n ℝ) (c : ℝ) :
    exchange (L - c • 1) P = exchange L P - 2 * c * (L * P).trace + c ^ 2 * P.rank := by
  have e : (L - c • 1) * P = L * P - c • P := by
    rw [sub_mul, smul_mul_assoc, one_mul]
  have h1 : L * P * P = L * P := by rw [mul_assoc, hP.idem]
  have h2 : (P * (L * P)).trace = (L * P).trace := by rw [Matrix.trace_mul_comm, h1]
  unfold exchange
  rw [mul_assoc ((L - c • 1) * P) (L - c • 1) P, e, mul_assoc (L * P) L P]
  simp only [sub_mul, mul_sub, smul_mul_assoc, mul_smul_comm, Matrix.trace_sub,
    Matrix.trace_smul, smul_eq_mul, h1, h2, hP.idem, trace_eq_rank hP]
  ring
```

### (e) Range of the contribution

For symmetric $L$, show that $-T\le X\le (N-1)T$.

**Solution.** The lower bound is $t^2\ge 0$. For the upper one, (b) applied to $L-c\mathbf 1$, together with (d), gives $Nc^2-2tc+T\ge 0$ for all $c$. The discriminant is therefore not positive: $4t^2-4NT\le 0$, so $t^2\le NT$. If $N=0$, the expression is linear in $c$ and its slope must vanish, which gives $t=0$ and the same inequality. Subtracting $T$ finishes the proof.

The quadratic is `hq`, and `discrim_le_zero` handles both cases.

```lean
/-- For a projector `P` of rank `N` and symmetric `L`, the same-spin contribution lies between
`-T` and `(N - 1) T`, where `T = tr(LPLP)`. -/
theorem contribution_bounds {L P : Matrix n n ℝ} (hP : IsProjector P) (hL : Lᵀ = L) :
    -exchange L P ≤ contribution L P ∧
      contribution L P ≤ ((P.rank : ℝ) - 1) * exchange L P := by
  -- the exchange trace of every shifted vector is nonnegative
  have hq : ∀ c : ℝ, 0 ≤ (P.rank : ℝ) * (c * c) + (-2 * (L * P).trace) * c + exchange L P := by
    intro c
    have h : 0 ≤ exchange (L - c • 1) P := by
      rw [exchange_eq_sum_sq hP (by simp [hL])]
      positivity
    rw [exchange_shift hP] at h
    linarith
  have hd := discrim_le_zero hq
  unfold discrim at hd
  unfold contribution
  constructor
  · linarith [sq_nonneg (L * P).trace]
  · linarith
```

### (f) Equality at the upper end

For symmetric $L$, show that $X=(N-1)T$ exactly when $PLP=cP$ for some real $c$.

**Solution.** By (c), the exchange trace of $L-c\mathbf 1$ vanishes exactly when $PLP=cP$; this is `hzero`.

Suppose $X=(N-1)T$, that is, $t^2=NT$. If $N>0$, take $c=t/N$. The shifted exchange trace is $T-t^2/N=0$, so $PLP=cP$. If $N=0$, then (a) and (c) with $L=\mathbf 1$ give $P=0$, and $c=0$ works.

Conversely, if $PLP=cP$, then $t=\mathrm{tr}(PLP)=cN$. The vanishing shifted trace gives $T=2ct-c^2N=c^2N$, hence $t^2=c^2N^2=NT$.

```lean
/-- For a projector `P` of rank `N` and symmetric `L`, the upper end `(N - 1) T` is reached
exactly when the occupied block `PLP` is a multiple of `P`. -/
theorem upper_end_iff {L P : Matrix n n ℝ} (hP : IsProjector P) (hL : Lᵀ = L) :
    contribution L P = ((P.rank : ℝ) - 1) * exchange L P ↔ ∃ c : ℝ, P * L * P = c • P := by
  have hblock : ∀ c : ℝ, P * (L - c • 1) * P = P * L * P - c • P := by
    intro c
    rw [mul_sub, sub_mul, mul_smul_comm, mul_one, smul_mul_assoc, hP.idem]
  have hzero : ∀ c : ℝ, exchange (L - c • 1) P = 0 ↔ P * L * P = c • P := by
    intro c
    rw [exchange_eq_zero_iff hP (by simp [hL]), hblock, sub_eq_zero]
  constructor
  · intro hX
    unfold contribution at hX
    by_cases hN : (P.rank : ℝ) = 0
    · -- a projector of rank zero vanishes
      have h1 : exchange 1 P = 0 := by
        simp [exchange, hP.idem, trace_eq_rank hP, hN]
      have h0 : P = 0 := by
        simpa [hP.idem] using (exchange_eq_zero_iff hP Matrix.transpose_one).1 h1
      exact ⟨0, by simp [h0]⟩
    · refine ⟨(L * P).trace / P.rank, (hzero _).1 ?_⟩
      have hc := div_mul_cancel₀ (L * P).trace hN
      rw [exchange_shift hP]
      apply mul_left_cancel₀ hN
      linear_combination
        ((L * P).trace / P.rank * P.rank - (L * P).trace) * hc - hX
  · rintro ⟨c, hc⟩
    have h := (hzero c).2 hc
    have ht : (L * P).trace = c * P.rank := by
      have h3 : (P * L * P).trace = (L * P).trace := by
        rw [mul_assoc, Matrix.trace_mul_comm, mul_assoc, hP.idem]
      rw [← h3, hc, Matrix.trace_smul, trace_eq_rank hP, smul_eq_mul]
    rw [exchange_shift hP, ht] at h
    unfold contribution
    rw [ht]
    linear_combination (-(P.rank : ℝ)) * h
```

### (g) Both ends with nonzero exchange

For every $P$ with $N\ge 2$, find symmetric $L$ with $T>0$ and $X=-T$, and another with $T>0$ and $X=(N-1)T$.

**Solution.** Since $\mathrm{tr}\,P=N>0$, some site $i$ has $p=P_{ii}>0$. Let $D$ have the single nonzero entry $D_{ii}=N$. Then $\mathrm{tr}(DP)=Np$ and $\mathrm{tr}(DPDP)=N^2p^2$. For $L=D-p\mathbf 1$,
$$t=Np-pN=0,\qquad T=N^2p^2-2Np^2+Np^2=p^2N(N-1)>0,$$
so $X=-T$. For the upper end take $L=\mathbf 1$: then $T=N>0$ and $PLP=P$, so (f) applies.

With one electron, $PLP$ is always a multiple of $P$ and $X=0$, so the lower end would force $T=0$.

```lean
/-- For every projector of rank `N ≥ 2`, each end of the range `[-T, (N - 1) T]` is attained by
a symmetric `L` with `T > 0`. -/
theorem both_ends_attained {P : Matrix n n ℝ} (hP : IsProjector P) (hN : 2 ≤ P.rank) :
    (∃ L : Matrix n n ℝ, Lᵀ = L ∧ 0 < exchange L P ∧ contribution L P = -exchange L P) ∧
    (∃ L : Matrix n n ℝ, Lᵀ = L ∧ 0 < exchange L P ∧
      contribution L P = ((P.rank : ℝ) - 1) * exchange L P) := by
  have hN' : (2 : ℝ) ≤ P.rank := by exact_mod_cast hN
  constructor
  · -- some site i is occupied
    obtain ⟨i, hi⟩ : ∃ i, 0 < P i i := by
      by_contra hcon
      push Not at hcon
      have h : P.trace ≤ 0 := Finset.sum_nonpos (fun i _ => hcon i)
      rw [trace_eq_rank hP] at h
      linarith
    let D : Matrix n n ℝ := Matrix.diagonal (fun j => if j = i then (P.rank : ℝ) else 0)
    have hD1 : (D * P).trace = P.rank * P i i := by
      simp [D, Matrix.trace, Matrix.diagonal_mul]
    have hD2 : exchange D P = (P.rank * P i i) ^ 2 := by
      unfold exchange
      rw [mul_assoc (D * P) D P]
      simp [D, Matrix.trace, Matrix.mul_apply (M := Matrix.diagonal _ * P),
        Matrix.diagonal_mul, sq]
    -- subtracting `P i i` times the identity from `D` cancels the direct term
    have ht : ((D - P i i • 1) * P).trace = 0 := by
      rw [sub_mul, smul_mul_assoc, one_mul, Matrix.trace_sub, Matrix.trace_smul, hD1,
        trace_eq_rank hP, smul_eq_mul]
      ring
    refine ⟨D - P i i • 1, by simp [D], ?_, ?_⟩
    · have hT : exchange (D - P i i • 1) P = P i i ^ 2 * (P.rank * ((P.rank : ℝ) - 1)) := by
        rw [exchange_shift hP, hD1, hD2]
        ring
      rw [hT]
      exact mul_pos (pow_pos hi 2) (mul_pos (by linarith) (by linarith))
    · unfold contribution
      rw [ht]
      ring
  · have hT : exchange 1 P = P.rank := by simp [exchange, hP.idem, trace_eq_rank hP]
    refine ⟨1, Matrix.transpose_one, by rw [hT]; linarith, ?_⟩
    exact (upper_end_iff hP Matrix.transpose_one).2 ⟨1, by simp [hP.idem]⟩
```

### (h) Omission in either direction

For $N\ge 2$, find symmetric $L_1,L_2$ such that, for every list $\mathcal L$ of other vectors,
$$E(L_1,\mathcal L)<E(\mathcal L)<E(L_2,\mathcal L).$$

**Solution.** Adding a vector to the list changes the energy by $X/2$. Take the two vectors from (g): $X_1=-T_1<0$ and $X_2=(N-1)T_2>0$. Omitting $L_1$ raises the energy, and omitting $L_2$ lowers it. Lean unfolds the two sums, and `linarith` compares them.

```lean
/-- For every projector of rank at least two there are symmetric Cholesky vectors `L₁` and `L₂`
such that, whatever the other vectors, omitting `L₁` raises the same-spin energy and omitting
`L₂` lowers it. -/
theorem omission_shifts_either_way {P : Matrix n n ℝ} (hP : IsProjector P) (hN : 2 ≤ P.rank) :
    ∃ L₁ L₂ : Matrix n n ℝ, L₁ᵀ = L₁ ∧ L₂ᵀ = L₂ ∧ ∀ Ls : List (Matrix n n ℝ),
      energy P (L₁ :: Ls) < energy P Ls ∧ energy P Ls < energy P (L₂ :: Ls) := by
  obtain ⟨⟨L₁, h₁, hT₁, hX₁⟩, ⟨L₂, h₂, hT₂, hX₂⟩⟩ := both_ends_attained hP hN
  have hN' : (2 : ℝ) ≤ P.rank := by exact_mod_cast hN
  have hpos : 0 < contribution L₂ P := by
    rw [hX₂]
    exact mul_pos (by linarith) hT₂
  refine ⟨L₁, L₂, h₁, h₂, fun Ls => ?_⟩
  simp only [energy, List.map_cons, List.sum_cons]
  constructor <;> linarith
```

### (i) A rank-two example

Show that $\mathrm{diag}(1,1,0)$ is an orthogonal projector of rank 2.

**Solution.** It is diagonal, hence symmetric, and each entry equals its own square. Its trace is 2, so its rank is 2 by (a). This describes two same-spin electrons in three orbitals, a case to which (g) and (h) apply.

```lean
/-- The diagonal matrix with entries `1, 1, 0` is an orthogonal projector of rank two. -/
theorem projector_witness :
    IsProjector (Matrix.diagonal ![(1 : ℝ), 1, 0]) ∧
      (Matrix.diagonal ![(1 : ℝ), 1, 0]).rank = 2 := by
  have hP : IsProjector (Matrix.diagonal ![(1 : ℝ), 1, 0]) := by
    refine ⟨Matrix.diagonal_transpose _, ?_⟩
    rw [Matrix.diagonal_mul_diagonal]
    congr 1
    funext i
    fin_cases i <;> simp
  refine ⟨hP, ?_⟩
  have h := trace_eq_rank hP
  have h2 : (Matrix.diagonal ![(1 : ℝ), 1, 0]).trace = 2 := by
    rw [Matrix.trace_diagonal]
    norm_num [Fin.sum_univ_succ]
  rw [h2] at h
  exact_mod_cast h.symm

end

end CholeskyExchangeRange
```

```lean
#print axioms CholeskyExchangeRange.contribution_bounds
#print axioms CholeskyExchangeRange.omission_shifts_either_way
```

```
'CholeskyExchangeRange.contribution_bounds' depends on axioms: [propext, Classical.choice, Quot.sound]
'CholeskyExchangeRange.omission_shifts_either_way' depends on axioms: [propext, Classical.choice, Quot.sound]
```
